# Sufficiently small strains create no new lattice symmetry

Let \(G_0\) be the metric of a lattice, with a positive squared length for every nonzero vector. Then there is a neighbourhood of \(G_0\) such that every integer matrix \(M\) with \(M^{\mathsf T} G M = G\) for some \(G\) in that neighbourhood also satisfies \(M^{\mathsf T} G_0 M = G_0\). A small strain can remove symmetries of the lattice, but it cannot add any.

## Lattices, metrics and strain

Take basis vectors \(b_j\) as the columns of an invertible real matrix \(B\). A vector with lattice coordinates \(x\) has the squared length

\[
q_G(x)=\sum_{i,j} x_i G_{ij} x_j,\qquad G=B^{\mathsf T}B .
\]

An integer matrix \(M\) sends \(b_j\) to the lattice vector whose coordinates are the \(j\)-th column of \(M\). It is a lattice symmetry when the new vectors have the same lengths and angles as the old ones, which is the equation \(M^{\mathsf T} G M = G\). Taking determinants gives \(\det M=\pm1\), so \(M\) is automatically an invertible change of lattice basis.

A homogeneous deformation with gradient \(F\) replaces \(B\) by \(FB\), and hence \(G\) by \(B^{\mathsf T}F^{\mathsf T}FB\). A small strain is therefore a small change of the metric, while the candidate symmetries stay integer matrices. Integers cannot change by a small amount, and the result rests on this.

## The statement in Lean

| Lean | Physics |
|---|---|
| `sqLength G x` | squared length \(q_G(x)\) |
| `PositiveMetric G` | \(q_G(x)>0\) for all \(x\neq0\) |
| `latticeSymmetries G` | the integer matrices with \(M^{\mathsf T}GM=G\) |
| `metric B` | \(B^{\mathsf T}B\), basis vectors as columns |

The main theorem, `no_new_symmetry`, says that `latticeSymmetries G ⊆ latticeSymmetries G0` holds for all `G` sufficiently near `G0`, which is the meaning of `∀ᶠ G in 𝓝 G0`. The index type `n` is any finite type, so the dimension is arbitrary. Neither matrix is assumed symmetric; symmetric positive definite metrics are a special case.

Positivity is the one hypothesis on \(G_0\). It stands for linearly independent basis vectors, and `metric_positive` derives it from \(\det B\ne0\). With it, `no_new_symmetry_of_deformation` states the result for deformation gradients near the identity.

The size of the neighbourhood depends on \(G_0\), and the theorem gives no value for it. The model contains only the lattice: atoms inside the cell, which can lower the symmetry of a crystal, do not appear, and the strain is homogeneous.

## Derivation

**A common lower bound on lengths.** Let \(\|x\|=\max_i|x_i|\). In dimension zero there is only \(x=0\), and any positive constant serves below. Otherwise the set \(\|x\|=1\) is compact and nonempty, so \(q_{G_0}\) attains a minimum \(m>0\) on it. On this set

\[
|q_G(x)-q_{G_0}(x)|\le\sum_{i,j}|G_{ij}-(G_0)_{ij}| .
\]

If the right-hand side is below \(m/2\), then \(q_G(x)>m/2\) there. Put \(c=m/2\). Since \(q_G(x)=\|x\|^2\,q_G(x/\|x\|)\) for \(x\ne0\), all these \(G\) satisfy

\[
c\,\|x\|^2\le q_G(x)\quad\text{for every }x .
\]

**Finitely many candidates.** Let \(M\) be a symmetry of such a \(G\), and let \(M_{\cdot j}\) be its \(j\)-th column. The \(j\)-th diagonal entry of \(M^{\mathsf T}GM=G\) reads \(q_G(M_{\cdot j})=G_{jj}\). Shrink the neighbourhood so that \(G_{jj}<(G_0)_{jj}+1\) for all \(j\). Then

\[
c\,M_{ij}^2\le c\,\|M_{\cdot j}\|^2\le G_{jj}<(G_0)_{jj}+1 .
\]

Every entry of \(M\) is bounded independently of \(G\). Only finitely many integer matrices obey these bounds; call their set \(S\).

**Excluding the false candidates.** Suppose \(M\in S\) is not a symmetry of \(G_0\). The matrix \(M^{\mathsf T}GM-G\) depends continuously on \(G\) and is nonzero at \(G_0\), so it is nonzero on a neighbourhood \(U_M\) of \(G_0\). Intersect the finitely many \(U_M\) with the neighbourhood found above. For \(G\) in the intersection, a symmetry of \(G\) lies in \(S\) and is not one of the excluded matrices, so it is a symmetry of \(G_0\).

**Deformations.** For invertible \(B\) and \(x\neq0\), \(q_{B^{\mathsf T}B}(x)=|Bx|^2>0\), with the Euclidean length on the right. The map \(F\mapsto (FB)^{\mathsf T}FB\) is continuous and equals \(B^{\mathsf T}B\) at \(F=1\), so every \(F\) near the identity gives a metric in the neighbourhood just constructed.

**Symmetries can be lost.** Let \(P\) exchange the two axes of a square lattice, and stretch one metric entry by \(t\). Then

\[
P^{\mathsf T}\begin{pmatrix}1&0\\0&1+t\end{pmatrix}P=\begin{pmatrix}1+t&0\\0&1\end{pmatrix},
\]

which is the original metric exactly when \(t=0\). An arbitrarily small stretch destroys this symmetry.

## A rectangular lattice with numbers

Take \(G_0=\mathrm{diag}(1,\,1.2)\), and let a strained symmetric metric have diagonal entries \(a,b\) and off-diagonal entry \(g\), each differing from its original value by less than \(0.1\). Then \(0.9<a<1.1<b<1.3\) and \(|g|<0.1\).

For integers \(p,r\), both nonzero, the bound \(2|pr|\le p^2+r^2\) gives

\[
ap^2+2g\,pr+br^2>0.8\,p^2+1.0\,r^2\ge1.8 .
\]

Such a vector is longer than both basis vectors. The images of the basis vectors therefore lie along the axes. Since \(a<b<4a\), the first basis vector can go only to plus or minus itself, and so can the second. Every symmetry of the strained lattice is thus \(\mathrm{diag}(\pm1,\pm1)\), and all four of these matrices preserve \(G_0\).

The tolerance \(0.1\) is the limit here. At \(a=b=1.1\), \(g=0\), the lattice is square and gains the axis exchange.

## Symmetry search in a strained cell

In a finite-strain calculation of elastic constants, one computes the energy or stress of several slightly deformed cells and may want the symmetry of each. For a homogeneous strain inside the neighbourhood, with the deformed basis kept as \(FB\), the lattice symmetries can be found by testing \(M^{\mathsf T}GM=G\) on the list already known for the unstrained cell. The atomic positions must then be checked separately.

A floating-point test needs a tolerance, and the theorem concerns exact equality. In the stretched square lattice, a tolerance larger than \(|t|\) on each entry accepts the axis exchange although the strain has broken it.

## The Lean file

```lean
import Mathlib

open Matrix Topology

namespace SmallStrainSymmetry

noncomputable section

variable {n : Type*} [Fintype n]

/-- The squared length of the vector with lattice coordinates `x` in the metric `G`. -/
def sqLength (G : Matrix n n ℝ) (x : n → ℝ) : ℝ :=
  ∑ i, ∑ j, x i * G i j * x j

/-- The metric assigns a positive squared length to every nonzero vector. -/
def PositiveMetric (G : Matrix n n ℝ) : Prop :=
  ∀ x : n → ℝ, x ≠ 0 → 0 < sqLength G x

/-- The integer matrices `M` that leave the metric `G` unchanged, `Mᵀ * G * M = G`. -/
def latticeSymmetries (G : Matrix n n ℝ) : Set (Matrix n n ℤ) :=
  {M | (M.map (fun k : ℤ => (k : ℝ)))ᵀ * G * M.map (fun k : ℤ => (k : ℝ)) = G}

/-- The metric of the lattice whose basis vectors are the columns of `B`. -/
def metric (B : Matrix n n ℝ) : Matrix n n ℝ := Bᵀ * B

/-- A lattice symmetry sends the `j`-th basis vector to a lattice vector of the same length. -/
theorem sqLength_column {G : Matrix n n ℝ} {M : Matrix n n ℤ}
    (hM : M ∈ latticeSymmetries G) (j : n) :
    sqLength G (fun k => (M k j : ℝ)) = G j j := by
  have hM' : (M.map (fun k : ℤ => (k : ℝ)))ᵀ * G * M.map (fun k : ℤ => (k : ℝ)) = G := hM
  have h := congrFun (congrFun hM' j) j
  simp only [Matrix.mul_apply, Matrix.transpose_apply, Matrix.map_apply,
    Finset.sum_mul] at h
  rw [Finset.sum_comm] at h
  exact h

/-- For all metrics near a positive metric, the squared length of every `x` is at least `c * ‖x‖ ^
2`, with one common constant `c > 0`. -/
theorem uniform_lower_bound {G0 : Matrix n n ℝ} (h0 : PositiveMetric G0) :
    ∃ c : ℝ, 0 < c ∧ ∀ᶠ G in 𝓝 G0, ∀ x : n → ℝ, c * ‖x‖ ^ 2 ≤ sqLength G x := by
  have hcont : Continuous fun p : Matrix n n ℝ × (n → ℝ) => sqLength p.1 p.2 := by
    unfold sqLength
    have hv : ∀ i, Continuous fun p : Matrix n n ℝ × (n → ℝ) => p.2 i :=
      fun i => by fun_prop
    have hm : ∀ i j, Continuous fun p : Matrix n n ℝ × (n → ℝ) => p.1 i j :=
      fun i j => continuous_fst.matrix_elem i j
    refine continuous_finsetSum _ fun i _ => continuous_finsetSum _ fun j _ => ?_
    exact ((hv i).mul (hm i j)).mul (hv j)
  have hK : IsCompact (Metric.sphere (0 : n → ℝ) 1) := isCompact_sphere _ _
  -- the squared length in `G0` has a positive lower bound on the unit sphere
  have hmin : ∃ c : ℝ, 0 < c ∧ ∀ x ∈ Metric.sphere (0 : n → ℝ) 1, c ≤ sqLength G0 x := by
    rcases (Metric.sphere (0 : n → ℝ) 1).eq_empty_or_nonempty with he | hne
    · exact ⟨1, one_pos, fun x hx => by simp [he] at hx⟩
    · have hc0 : Continuous fun x : n → ℝ => sqLength G0 x :=
        hcont.comp (continuous_const.prodMk continuous_id)
      obtain ⟨y, hy, hle⟩ := hK.exists_isMinOn hne hc0.continuousOn
      refine ⟨sqLength G0 y, h0 y ?_, fun x hx => hle hx⟩
      rintro rfl
      simp at hy
  obtain ⟨c, hc, hbound⟩ := hmin
  refine ⟨c / 2, half_pos hc, ?_⟩
  -- half of this lower bound remains a bound for all nearby metrics
  have hnear : ∀ᶠ G in 𝓝 G0, ∀ x ∈ Metric.sphere (0 : n → ℝ) 1, c / 2 < sqLength G x := by
    apply hK.eventually_forall_of_forall_eventually
    intro y hy
    have hopen : IsOpen {p : Matrix n n ℝ × (n → ℝ) | c / 2 < sqLength p.1 p.2} :=
      isOpen_lt continuous_const hcont
    have hmem : c / 2 < sqLength G0 y := by linarith [hbound y hy]
    exact hopen.mem_nhds hmem
  filter_upwards [hnear] with G hG x
  by_cases hx : x = 0
  · simp [hx, sqLength]
  · have hn : ‖x‖ ≠ 0 := norm_ne_zero_iff.mpr hx
    have hs : ‖x‖⁻¹ • x ∈ Metric.sphere (0 : n → ℝ) 1 := by
      rw [mem_sphere_zero_iff_norm, norm_smul, norm_inv, norm_norm, inv_mul_cancel₀ hn]
    have hscale : sqLength G x = ‖x‖ ^ 2 * sqLength G (‖x‖⁻¹ • x) := by
      simp only [sqLength, Finset.mul_sum, Pi.smul_apply, smul_eq_mul]
      refine Finset.sum_congr rfl fun i _ => Finset.sum_congr rfl fun j _ => ?_
      field_simp
    rw [hscale, mul_comm]
    exact mul_le_mul_of_nonneg_left (hG _ hs).le (sq_nonneg _)

/-- One finite set of integer matrices contains the lattice symmetries of all metrics
near a positive metric. -/
theorem finitely_many_candidates {G0 : Matrix n n ℝ} (h0 : PositiveMetric G0) :
    ∃ S : Set (Matrix n n ℤ), S.Finite ∧ ∀ᶠ G in 𝓝 G0, latticeSymmetries G ⊆ S := by
  classical
  obtain ⟨c, hc, hlow⟩ := uniform_lower_bound h0
  have hdiag : ∀ᶠ G in 𝓝 G0, ∀ j, G j j < G0 j j + 1 := by
    refine Filter.eventually_all.2 fun j => ?_
    have hcont : Continuous fun G : Matrix n n ℝ => G j j := continuous_id.matrix_elem j j
    have hopen : IsOpen {G : Matrix n n ℝ | G j j < G0 j j + 1} :=
      isOpen_lt hcont continuous_const
    exact hopen.mem_nhds (lt_add_one (G0 j j))
  let N : n → ℤ := fun j => ⌈(G0 j j + 1) / c⌉
  have hbox : (Set.Icc (fun _ j => -N j : n → n → ℤ) (fun _ j => N j)).Finite :=
    Set.finite_Icc _ _
  have hfin : {M : Matrix n n ℤ | ∀ i j, -N j ≤ M i j ∧ M i j ≤ N j}.Finite := by
    refine (hbox.image (fun f => Matrix.of f)).subset fun M hM => ?_
    have hM' : ∀ i j, -N j ≤ M i j ∧ M i j ≤ N j := hM
    exact (Set.mem_image _ _ _).2 ⟨fun i j => M i j,
      Set.mem_Icc.2 ⟨fun i j => (hM' i j).1, fun i j => (hM' i j).2⟩, rfl⟩
  refine ⟨_, hfin, ?_⟩
  filter_upwards [hlow, hdiag] with G h1 h2 M hM
  -- the length of each column bounds its integer entries
  have key : ∀ i j, (M i j) ^ 2 ≤ N j := by
    intro i j
    have a := h1 (fun k => (M k j : ℝ))
    rw [sqLength_column hM j] at a
    have b : |(M i j : ℝ)| ≤ ‖fun k => (M k j : ℝ)‖ :=
      norm_le_pi_norm (fun k => (M k j : ℝ)) i
    have b2 := pow_le_pow_left₀ (abs_nonneg _) b 2
    rw [sq_abs] at b2
    have b3 : (M i j : ℝ) ^ 2 ≤ (G0 j j + 1) / c := by
      rw [le_div_iff₀ hc]
      linarith [h2 j, mul_le_mul_of_nonneg_left b2 hc.le]
    have b4 : (M i j : ℝ) ^ 2 ≤ (N j : ℝ) := b3.trans (Int.le_ceil _)
    exact_mod_cast b4
  change ∀ i j, -N j ≤ M i j ∧ M i j ≤ N j
  refine fun i j => ⟨?_, (Int.le_self_sq (M i j)).trans (key i j)⟩
  have h := Int.le_self_sq (-M i j)
  rw [neg_sq] at h
  have h' := key i j
  change -N j ≤ M i j
  linarith

/-- A lattice with a positive metric has only finitely many lattice symmetries. -/
theorem latticeSymmetries_finite {G : Matrix n n ℝ} (h : PositiveMetric G) :
    (latticeSymmetries G).Finite := by
  obtain ⟨S, hS, hev⟩ := finitely_many_candidates h
  exact hS.subset hev.self_of_nhds

/-- Small strains create no new lattice symmetry: every lattice symmetry of a metric
sufficiently near a positive metric `G0` is a lattice symmetry of `G0`. -/
theorem no_new_symmetry {G0 : Matrix n n ℝ} (h0 : PositiveMetric G0) :
    ∀ᶠ G in 𝓝 G0, latticeSymmetries G ⊆ latticeSymmetries G0 := by
  obtain ⟨S, hS, hsub⟩ := finitely_many_candidates h0
  have hall : ∀ᶠ G in 𝓝 G0, ∀ M ∈ S,
      M ∈ latticeSymmetries G → M ∈ latticeSymmetries G0 := by
    refine (Filter.eventually_all_finite hS).2 fun M _ => ?_
    by_cases hM : M ∈ latticeSymmetries G0
    · exact Filter.Eventually.of_forall fun _ _ => hM
    · -- a matrix that fails to preserve `G0` also fails for all nearby metrics
      have hclosed : IsClosed {G : Matrix n n ℝ | M ∈ latticeSymmetries G} :=
        isClosed_eq ((continuous_const.matrix_mul continuous_id).matrix_mul
          continuous_const) continuous_id
      filter_upwards [hclosed.isOpen_compl.mem_nhds hM] with G hG hMG
      exact absurd hMG hG
  filter_upwards [hsub, hall] with G h1 h2 M hM
  exact h2 M (h1 hM) hM

/-- Linearly independent basis vectors give a positive lattice metric. -/
theorem metric_positive [DecidableEq n] {B : Matrix n n ℝ} (hB : B.det ≠ 0) :
    PositiveMetric (metric B) := by
  intro x hx
  have h : sqLength (metric B) x = (B *ᵥ x) ⬝ᵥ (B *ᵥ x) := by
    have h1 : sqLength (metric B) x = x ⬝ᵥ (metric B *ᵥ x) := by
      simp only [sqLength, dotProduct, Matrix.mulVec, Finset.mul_sum, mul_assoc]
    rw [h1, metric, ← Matrix.mulVec_mulVec, Matrix.dotProduct_mulVec,
      Matrix.vecMul_transpose]
  rw [h]
  refine lt_of_le_of_ne (Finset.sum_nonneg fun i _ => mul_self_nonneg _) fun h' => hx ?_
  exact Matrix.eq_zero_of_mulVec_eq_zero hB (dotProduct_self_eq_zero.mp h'.symm)

/-- For every deformation gradient `F` sufficiently near the identity, each lattice symmetry of the
deformed lattice with basis `F * B` is a lattice symmetry of the undeformed lattice with basis `B`.
-/
theorem no_new_symmetry_of_deformation [DecidableEq n] {B : Matrix n n ℝ}
    (hB : B.det ≠ 0) :
    ∀ᶠ F in 𝓝 (1 : Matrix n n ℝ),
      latticeSymmetries (metric (F * B)) ⊆ latticeSymmetries (metric B) := by
  have hcont : Continuous fun F : Matrix n n ℝ => metric (F * B) := by
    have h : Continuous fun F : Matrix n n ℝ => F * B :=
      continuous_id.matrix_mul continuous_const
    exact h.matrix_transpose.matrix_mul h
  have ht := hcont.tendsto 1
  rw [one_mul] at ht
  exact ht.eventually (no_new_symmetry (metric_positive hB))

/-- Exchanging the two axes is a lattice symmetry of the metric `diag(1, 1 + t)`
exactly when `t = 0`. -/
theorem axis_exchange_iff (t : ℝ) :
    !![0, 1; 1, 0] ∈ latticeSymmetries !![1, 0; 0, 1 + t] ↔ t = 0 := by
  simp only [latticeSymmetries, Set.mem_ofPred_eq]
  constructor
  · intro h
    have h00 := congrFun (congrFun h 0) 0
    simpa [Matrix.mul_apply, Fin.sum_univ_succ] using h00
  · rintro rfl
    ext i j
    fin_cases i <;> fin_cases j <;> simp [Matrix.mul_apply, Fin.sum_univ_succ]

end

end SmallStrainSymmetry
```

```lean
#print axioms SmallStrainSymmetry.latticeSymmetries_finite
#print axioms SmallStrainSymmetry.no_new_symmetry
#print axioms SmallStrainSymmetry.no_new_symmetry_of_deformation
#print axioms SmallStrainSymmetry.axis_exchange_iff
```

```
'SmallStrainSymmetry.latticeSymmetries_finite' depends on axioms: [propext, Classical.choice, Quot.sound]
'SmallStrainSymmetry.no_new_symmetry' depends on axioms: [propext, Classical.choice, Quot.sound]
'SmallStrainSymmetry.no_new_symmetry_of_deformation' depends on axioms: [propext, Classical.choice, Quot.sound]
'SmallStrainSymmetry.axis_exchange_iff' depends on axioms: [propext, Classical.choice, Quot.sound]
```

## How the proof follows the derivation

`sqLength_column` extracts the \(j\)-th diagonal entry of the matrix equation by applying `congrFun` twice. After the products are expanded, `Finset.sum_comm` puts the double sum in the order used by `sqLength`.

`uniform_lower_bound` first shows that the squared length is continuous in the metric and the vector jointly. The norm on `n → ℝ` is the maximum norm used above. `exists_isMinOn` supplies the minimum on the unit sphere, with the empty sphere treated separately. Where the derivation estimates \(q_G-q_{G_0}\) explicitly, the file uses compactness again: `eventually_forall_of_forall_eventually` turns a bound near each point of the sphere into one neighbourhood of `G0` that works for the whole sphere. The equation `hscale` then extends the bound to all vectors.

`finitely_many_candidates` combines this bound with `hdiag`, the condition \(G_{jj}<(G_0)_{jj}+1\). It rounds \(((G_0)_{jj}+1)/c\) up to an integer `N j` and proves \(M_{ij}^2\le N_j\) in the step `key`. An integer never exceeds its own square, by `Int.le_self_sq`; applied to \(M_{ij}\) and \(-M_{ij}\), this gives \(-N_j\le M_{ij}\le N_j\). The box is larger than necessary, but it is finite.

`latticeSymmetries_finite` evaluates the preceding result at the metric itself, since a property that holds throughout a neighbourhood holds at its centre. A positive metric therefore has only finitely many lattice symmetries.

`no_new_symmetry` carries out the exclusion step. For a fixed \(M\), the metrics preserved by \(M\) form a closed set (`isClosed_eq`), so the complement is open and serves as \(U_M\). `Filter.eventually_all_finite` performs the finite intersection.

`metric_positive` rewrites the squared length as the dot product of \(Bx\) with itself. If that product vanished, then \(Bx=0\), and the nonzero determinant would force \(x=0\). `no_new_symmetry_of_deformation` pulls the main theorem back along the continuous map from \(F\) to the deformed metric.

`axis_exchange_iff` compares the upper-left entries, \(1+t\) and \(1\), to obtain \(t=0\); for the converse it checks all four entries.
